# Threefold-invariant sublattices of prime index p in a hexagonal lattice are given by x + t y ≡ 0 (mod p)

The vectors of a two-dimensional lattice are written as integer pairs (x, y) in primitive coordinates, in which the threefold rotation sends (x, y) to (−y, x − y). The theorem says that if a sublattice H has prime index p and the rotation maps H into itself, then for some t modulo p, H consists of exactly the vectors with x + t y = 0 modulo p. The proof first shows that (1, 0) is not in H, since otherwise its image (0, 1) would be too, and H would be the whole lattice. The class of (1, 0) therefore generates the quotient by H, which has order p, and the class of (0, 1) is n times it for some integer n. Taking t to be n modulo p, the proof writes the class of (x, y) as x + n y times the class of (1, 0), which vanishes exactly when p divides x + n y.

The failing Lean file:

```lean
import Mathlib

open Matrix

namespace EqSuperlatticeOfInvariant

/-- The threefold rotation in primitive coordinates: it sends `(x, y)` to `(-y, x - y)`. -/
def threefold : Matrix (Fin 2) (Fin 2) ℤ := !![0, -1; 1, -1]

/-- A sublattice `H` is invariant under the operation `M` if `M` maps each of its vectors
into `H`. -/
def Invariant (M : Matrix (Fin 2) (Fin 2) ℤ) (H : AddSubgroup (Fin 2 → ℤ)) : Prop :=
  ∀ v ∈ H, M *ᵥ v ∈ H

/-- The linear form `x + t y` modulo `p` on lattice vectors `(x, y)`. -/
def phase (p : ℕ) (t : ZMod p) : (Fin 2 → ℤ) →+ ZMod p where
  toFun v := (v 0 : ZMod p) + t * (v 1 : ZMod p)
  map_zero' := by simp
  map_add' v w := by
    simp only [Pi.add_apply, Int.cast_add]
    ring

/-- The sublattice of all vectors `(x, y)` with `x + t y = 0` modulo `p`. -/
def superlattice (p : ℕ) (t : ZMod p) : AddSubgroup (Fin 2 → ℤ) := (phase p t).ker

lemma mem_superlattice {p : ℕ} {t : ZMod p} {v : Fin 2 → ℤ} :
    v ∈ superlattice p t ↔ (v 0 : ZMod p) + t * (v 1 : ZMod p) = 0 := Iff.rfl

lemma threefold_mulVec (v : Fin 2 → ℤ) : threefold *ᵥ v = ![-v 1, v 0 - v 1] := by
  ext i
  fin_cases i <;> simp [threefold, Matrix.mulVec, dotProduct, Fin.sum_univ_succ]
  ring

/-- Every sublattice of prime index `p` that is invariant under the threefold rotation is given
by a condition `x + t y = 0` modulo `p`. -/
theorem eq_superlattice_of_invariant {p : ℕ} [Fact p.Prime] {H : AddSubgroup (Fin 2 → ℤ)}
    (hi : H.index = p) (hR : Invariant threefold H) : ∃ t, H = superlattice p t := by
  have hmem : ∀ v, QuotientAddGroup.mk' H v = 0 ↔ v ∈ H :=
    fun v => QuotientAddGroup.eq_zero_iff v
  have hdec : ∀ v : Fin 2 → ℤ, v = v 0 • ![1, 0] + v 1 • ![0, 1] := by
    intro v
    ext i
    fin_cases i <;> simp
  -- if (1,0) were in H, so would be its image (0,1), and H would be the whole lattice
  have hg : QuotientAddGroup.mk' H ![1, 0] ≠ 0 := by
    intro h0
    have h1 := (hmem _).1 h0
    have h2 : ![0, 1] ∈ H := by
      have h3 := hR _ h1
      rw [threefold_mulVec] at h3
      simpa using h3
    have htop : H = ⊤ := by
      rw [AddSubgroup.eq_top_iff']
      intro v
      rw [hdec v]
      exact H.add_mem (H.zsmul_mem h1 _) (H.zsmul_mem h2 _)
    rw [htop, AddSubgroup.index_top] at hi
    exact (Fact.out : p.Prime).one_lt.ne hi
  -- hence (1,0) generates the quotient, which has prime order
  have hcard : Nat.card ((Fin 2 → ℤ) ⧸ H) = p := hi
  obtain ⟨n, hn⟩ := AddSubgroup.mem_zmultiples_iff.1
    (mem_zmultiples_of_prime_card hcard hg (g' := QuotientAddGroup.mk' H ![0, 1]))
  have hord : addOrderOf (QuotientAddGroup.mk' H ![1, 0]) = p :=
    addOrderOf_eq_prime (by rw [← hcard]; exact card_nsmul_eq_zero') hg
  refine ⟨(n : ZMod p), ?_⟩
  ext v
  have hv : QuotientAddGroup.mk' H v
      = (v 0 + n * v 1) • QuotientAddGroup.mk' H ![1, 0] := by
    conv_lhs => rw [hdec v]
    rw [map_add, map_zsmul, map_zsmul, ← hn, add_smul, mul_comm n, mul_smul]
  have hc : (v 0 : ZMod p) + (n : ZMod p) * (v 1 : ZMod p)
      = ((v 0 + n * v 1 : ℤ) : ZMod p) := by simp
  rw [mem_superlattice, ← hmem, hv, ← addOrderOf_dvd_iff_zsmul_eq_zero, hord, hc,
    CharP.intCast_eq_zero_iff (ZMod p) p]

end EqSuperlatticeOfInvariant
```

Compiling this gives:

```
Main.lean:70:45: error: Tactic `rewrite` failed: Did not find an occurrence of the pattern
  (?r + ?s) • ?x
in the target expression
  v 0 • (QuotientAddGroup.mk' H) ![1, 0] + v 1 • n • (QuotientAddGroup.mk' H) ![1, 0] =
    (v 0 + n * v 1) • (QuotientAddGroup.mk' H) ![1, 0]

p : ℕ
inst✝ : Fact (Nat.Prime p)
H : AddSubgroup (Fin 2 → ℤ)
hi : H.index = p
hR : Invariant threefold H
hmem : ∀ (v : Fin 2 → ℤ), (QuotientAddGroup.mk' H) v = 0 ↔ v ∈ H
hdec : ∀ (v : Fin 2 → ℤ), v = v 0 • ![1, 0] + v 1 • ![0, 1]
hg : (QuotientAddGroup.mk' H) ![1, 0] ≠ 0
hcard : Nat.card ((Fin 2 → ℤ) ⧸ H) = p
n : ℤ
hn : n • (QuotientAddGroup.mk' H) ![1, 0] = (QuotientAddGroup.mk' H) ![0, 1]
hord : addOrderOf ((QuotientAddGroup.mk' H) ![1, 0]) = p
v : Fin 2 → ℤ
⊢ v 0 • (QuotientAddGroup.mk' H) ![1, 0] + v 1 • n • (QuotientAddGroup.mk' H) ![1, 0] =
    (v 0 + n * v 1) • (QuotientAddGroup.mk' H) ![1, 0]
```

Cause. The error says that `add_smul` finds no sum acting on a vector, yet the right-hand side of the goal shows one: `(v 0 + n * v 1) • (QuotientAddGroup.mk' H) ![1, 0]`. The mismatch must therefore lie in what is not printed, the instance behind `•`. `add_smul` needs a scalar multiplication that comes from a module structure, and `rw` does not recognise the integer multiplication on the quotient as one.

On `Fin 2 → ℤ` the same rewrites go through, so the repair proves the identity there, as `he`, with `add_smul`, `mul_comm n` and `mul_smul`. `congrArg` then applies the quotient map to both sides, and `map_add` and four uses of `map_zsmul` move the map inside the sum and the multiples. The result, `h1`, is the equation left after `← hn`, with its sides exchanged, so `exact h1.symm` closes the goal and `add_smul` is never needed in the quotient.

The repair, with which the file compiles:

```diff
@@ -67,6 +67,12 @@
   have hv : QuotientAddGroup.mk' H v
       = (v 0 + n * v 1) • QuotientAddGroup.mk' H ![1, 0] := by
+    have he : (v 0 + n * v 1) • (![1, 0] : Fin 2 → ℤ)
+        = v 0 • (![1, 0] : Fin 2 → ℤ) + v 1 • n • (![1, 0] : Fin 2 → ℤ) := by
+      rw [add_smul, mul_comm n, mul_smul]
+    have h1 := congrArg (QuotientAddGroup.mk' H) he
+    rw [map_add, map_zsmul, map_zsmul, map_zsmul, map_zsmul] at h1
     conv_lhs => rw [hdec v]
-    rw [map_add, map_zsmul, map_zsmul, ← hn, add_smul, mul_comm n, mul_smul]
+    rw [map_add, map_zsmul, map_zsmul, ← hn]
+    exact h1.symm
   have hc : (v 0 : ZMod p) + (n : ZMod p) * (v 1 : ZMod p)
       = ((v 0 + n * v 1 : ℤ) : ZMod p) := by simp
```
